# For a pure a L^(-s) size error, two-point extrapolation with an assumed power p > 0 errs with the sign of a(p − s)

**Q:** I compute the formation energy of a charged defect in two supercells, remove the leading image-charge error, and extrapolate the result to infinite size. That last step needs an assumed power of L. If I choose wrongly, can I at least know which way the result is off?

**A:** Yes, if the remaining error is a single decaying power of L and you know whether your assumed power is too large or too small. Let the linear sizes be 0 < L1 < L2 and the formation energies, after that correction,

E(L) = E0 + a L^(-s).

Here E0 is the infinite-size value for s > 0, the exponent s says how fast the remaining finite-size error decays, and a is its amplitude, of either sign. The total energy of the cell would not do, since it grows with the number of atoms. You assume a power p > 0 and fit X + b L^(-p) to the energies E1 and E2. Multiplying each fit equation by its own L^p gives

L1^p E1 = L1^p X + b,
L2^p E2 = L2^p X + b.

Subtraction removes b:

X = (L2^p E2 − L1^p E1) / (L2^p − L1^p).

Now insert the true energies. Since L^p L^(-s) = L^(p−s), the numerator is

E0 (L2^p − L1^p) + a (L2^(p−s) − L1^(p−s)),

and therefore

X − E0 = a (L2^(p−s) − L1^(p−s)) / (L2^p − L1^p).

The denominator is positive. The bracket multiplying a is positive for p > s, zero for p = s and negative for p < s, because L^(p−s) then grows, stays constant or falls with L. For s > 0 the sign of a can be read off the data: E1 − E2 = a (L1^(-s) − L2^(-s)) has the sign of a.

**Q:** Where is that physics in the code?

**A:** `cellEnergy` is the size law, meant for a formation energy and not for the total energy of the cell, `extrapolate` is the formula for X with arbitrary data, and `extrapolated` feeds the first into the second. Sizes, energies and exponents are all real numbers, with lengths in one fixed unit.

In Lean 4 with Mathlib:

```lean
import Mathlib

namespace WrongPowerExtrapolation

noncomputable section

/-- Energy of a supercell of linear size `L > 0` whose finite-size error is a single
power law, `E0 + a L^(-s)`. -/
def cellEnergy (E0 a s L : ℝ) : ℝ := E0 + a * L ^ (-s)

/-- Two-point extrapolation to infinite size of the energies `E1` at `L1` and `E2` at `L2`, assuming
an error proportional to `L^(-p)`; it is meant for `p > 0` and distinct positive sizes. -/
def extrapolate (p L1 L2 E1 E2 : ℝ) : ℝ :=
  (L2 ^ p * E2 - L1 ^ p * E1) / (L2 ^ p - L1 ^ p)

/-- The value obtained when energies that follow the power `s` are extrapolated with the assumed
power `p`, meant for `p > 0` and distinct positive sizes. -/
def extrapolated (E0 a s p L1 L2 : ℝ) : ℝ :=
  extrapolate p L1 L2 (cellEnergy E0 a s L1) (cellEnergy E0 a s L2)
```

**Q:** You could have typed in any formula and called it extrapolation.

**A:** Hence the equivalence below: X equals `extrapolate` exactly when some amplitude b puts the curve through both points. `gap_pos` supplies the positive denominator. In one direction the proof takes b = (E1 − X) L1^p from the smaller cell; in the other it eliminates b as above, with `linear_combination` doing the algebra.

```lean
/-- For a positive power `p`, the larger of two cells of positive size has the larger `L^p`. -/
theorem gap_pos {p L1 L2 : ℝ} (h1 : 0 < L1) (h12 : L1 < L2) (hp : 0 < p) :
    0 < L2 ^ p - L1 ^ p :=
  sub_pos.2 (Real.rpow_lt_rpow h1.le h12 hp)

/-- For `0 < L1 < L2` and `p > 0`, a number `X` is the extrapolated energy exactly when some
curve `X + b L^(-p)` passes through both data points. -/
theorem eq_extrapolate_iff_fit {p L1 L2 : ℝ} (h1 : 0 < L1) (h12 : L1 < L2) (hp : 0 < p)
    (E1 E2 X : ℝ) :
    X = extrapolate p L1 L2 E1 E2 ↔
      ∃ b : ℝ, E1 = X + b * L1 ^ (-p) ∧ E2 = X + b * L2 ^ (-p) := by
  have h2 : 0 < L2 := h1.trans h12
  have hg := gap_pos h1 h12 hp
  have hu : L1 ^ p * (L1 ^ p)⁻¹ = 1 := mul_inv_cancel₀ (Real.rpow_pos_of_pos h1 p).ne'
  have hv : L2 ^ p * (L2 ^ p)⁻¹ = 1 := mul_inv_cancel₀ (Real.rpow_pos_of_pos h2 p).ne'
  rw [Real.rpow_neg h1.le, Real.rpow_neg h2.le, extrapolate, eq_div_iff hg.ne']
  constructor
  · intro h
    -- the amplitude is read off from the smaller cell
    refine ⟨(E1 - X) * L1 ^ p, ?_, ?_⟩
    · linear_combination (-(E1 - X)) * hu
    · linear_combination (-(E2 - X)) * hv - (L2 ^ p)⁻¹ * h
  · rintro ⟨b, hb1, hb2⟩
    linear_combination L1 ^ p * hb1 - L2 ^ p * hb2 + b * hu - b * hv
```

**Q:** And the error itself?

**A:** The next theorem is the formula for X − E0. Its steps `e1` and `e2` split L^(p−s) into L^p L^(-s); the rest is clearing the denominator.

```lean
/-- Error of the extrapolation with assumed power `p > 0` when the true power is `s`,
for cells `0 < L1 < L2`. -/
theorem extrapolation_error {p L1 L2 : ℝ} (h1 : 0 < L1) (h12 : L1 < L2) (hp : 0 < p)
    (E0 a s : ℝ) :
    extrapolated E0 a s p L1 L2 - E0 =
      a * (L2 ^ (p - s) - L1 ^ (p - s)) / (L2 ^ p - L1 ^ p) := by
  have hg := gap_pos h1 h12 hp
  have e1 : L1 ^ (p - s) = L1 ^ p * L1 ^ (-s) := by
    rw [sub_eq_add_neg, Real.rpow_add h1]
  have e2 : L2 ^ (p - s) = L2 ^ p * L2 ^ (-s) := by
    rw [sub_eq_add_neg, Real.rpow_add (h1.trans h12)]
  unfold extrapolated extrapolate cellEnergy
  rw [e1, e2, eq_div_iff hg.ne', sub_mul, div_mul_cancel₀ _ hg.ne']
  ring
```

**Q:** I expected three theorems for the three signs.

**A:** One equation holds them all, thanks to `SignType.sign`. It sends a real number to −1, 0 or 1 in a three-element type that has its own multiplication, and `sign_mul` says that the sign of a product is the product of the signs. After that rewrite both sides carry the factor `SignType.sign a`, and `congr 1` strips it off. No case split on a is needed, and a = 0 is included. What remains is the sign of the ratio, settled by comparing p with s.

```lean
/-- For cells `0 < L1 < L2` and an assumed power `p > 0`, the sign of the extrapolation error
is the sign of `a` times the sign of `p - s`: that of `a` if `p > s`, zero if `p = s`,
and opposite to `a` if `p < s`. -/
theorem sign_extrapolation_error {p L1 L2 : ℝ} (h1 : 0 < L1) (h12 : L1 < L2) (hp : 0 < p)
    (E0 a s : ℝ) :
    SignType.sign (extrapolated E0 a s p L1 L2 - E0) =
      SignType.sign a * SignType.sign (p - s) := by
  have hg := gap_pos h1 h12 hp
  rw [extrapolation_error h1 h12 hp, mul_div_assoc, sign_mul]
  congr 1
  rcases lt_trichotomy p s with h | h | h
  · -- a negative power decreases with the cell size
    have hps : p - s < 0 := by linarith
    have hd := Real.rpow_lt_rpow_of_neg h1 h12 hps
    rw [sign_neg (div_neg_of_neg_of_pos (by linarith) hg), sign_neg hps]
  · subst h
    simp
  · -- a positive power increases with the cell size
    have hps : 0 < p - s := by linarith
    rw [sign_pos (div_pos (gap_pos h1 h12 hps) hg), sign_pos hps]
```

**Q:** I rarely know s exactly. Is the sign still useful?

**A:** If you can place s strictly between two positive assumed powers, p < s < q, then for a pure power law with a ≠ 0 the two extrapolated energies bracket E0. The proof multiplies the two signs: a contributes its sign twice, and the factors −1 and 1 leave −1.

```lean
/-- If `a ≠ 0` and the true power lies strictly between two positive assumed powers, `p < s < q`,
the two extrapolations from cells `0 < L1 < L2` err on opposite sides of `E0`. -/
theorem extrapolations_bracket {p q s a L1 L2 : ℝ} (h1 : 0 < L1) (h12 : L1 < L2)
    (hp : 0 < p) (hps : p < s) (hsq : s < q) (ha : a ≠ 0) (E0 : ℝ) :
    (extrapolated E0 a s p L1 L2 - E0) * (extrapolated E0 a s q L1 L2 - E0) < 0 := by
  have hq : 0 < q := hp.trans (hps.trans hsq)
  apply sign_eq_neg_one_iff.1
  rw [sign_mul, sign_extrapolation_error h1 h12 hp, sign_extrapolation_error h1 h12 hq,
    sign_neg (sub_neg.2 hps), sign_pos (sub_pos.2 hsq)]
  rcases lt_or_gt_of_ne ha with h | h
  · rw [sign_neg h]
    decide
  · rw [sign_pos h]
    decide
```

**Q:** Is extrapolating with a wrong power better than just keeping the larger cell?

**A:** It is when 0 < s ≤ p and a ≠ 0. The smaller cell has the larger error factor, L1^(-s) > L2^(-s), so

L2^p L2^(-s) − L1^p L1^(-s) < L2^(-s) (L2^p − L1^p).

Dividing by L2^p − L1^p shows that (X − E0)/a, which is nonnegative here, lies below L2^(-s), the larger cell's error divided by a. This is `hlt` in the proof.

```lean
/-- If `a ≠ 0` and the assumed power is at least the true one, `0 < s ≤ p`, extrapolation from
cells `0 < L1 < L2` lands strictly closer to `E0` than the energy of the larger cell. -/
theorem extrapolation_improves {p s a L1 L2 : ℝ} (h1 : 0 < L1) (h12 : L1 < L2)
    (hs : 0 < s) (hsp : s ≤ p) (ha : a ≠ 0) (E0 : ℝ) :
    |extrapolated E0 a s p L1 L2 - E0| < |cellEnergy E0 a s L2 - E0| := by
  have h2 : 0 < L2 := h1.trans h12
  have hp : 0 < p := lt_of_lt_of_le hs hsp
  have hg := gap_pos h1 h12 hp
  have e1 : L1 ^ (p - s) = L1 ^ p * L1 ^ (-s) := by
    rw [sub_eq_add_neg, Real.rpow_add h1]
  have e2 : L2 ^ (p - s) = L2 ^ p * L2 ^ (-s) := by
    rw [sub_eq_add_neg, Real.rpow_add h2]
  have hd : 0 ≤ L2 ^ (p - s) - L1 ^ (p - s) :=
    sub_nonneg.2 (Real.rpow_le_rpow h1.le h12.le (sub_nonneg.2 hsp))
  -- the smaller cell has the larger finite-size error
  have hw : L2 ^ (-s) < L1 ^ (-s) := Real.rpow_lt_rpow_of_neg h1 h12 (by linarith)
  have hm := mul_lt_mul_of_pos_left hw (Real.rpow_pos_of_pos h1 p)
  have hlt : (L2 ^ (p - s) - L1 ^ (p - s)) / (L2 ^ p - L1 ^ p) < L2 ^ (-s) := by
    rw [div_lt_iff₀ hg, e1, e2]
    linarith [mul_sub (L2 ^ (-s)) (L2 ^ p) (L1 ^ p), mul_comm (L2 ^ (-s)) (L2 ^ p),
      mul_comm (L2 ^ (-s)) (L1 ^ p)]
  have hE : cellEnergy E0 a s L2 - E0 = a * L2 ^ (-s) := by
    unfold cellEnergy
    ring
  rw [extrapolation_error h1 h12 hp, hE, mul_div_assoc, abs_mul, abs_mul,
    abs_of_nonneg (div_nonneg hd hg.le), abs_of_pos (Real.rpow_pos_of_pos h2 (-s))]
  exact mul_lt_mul_of_pos_left hlt (abs_pos.2 ha)
```

**Q:** And if I assume too small a power?

**A:** Then it can be much worse. Take s = 3, p = 1 and cells L and 2L. The extrapolation error is

a ((2L)^(-2) − L^(-2)) / L = −(3/4) a L^(-3),

while the larger cell is off by a L^(-3)/8. The ratio is −6. The proof turns the real exponents into ordinary powers and simplifies.

```lean
/-- Energies with an `L^(-3)` error, extrapolated as if the error were `L^(-1)` from cells of
sizes `L > 0` and `2L`, have `-6` times the error of the larger cell. -/
theorem inverse_extrapolation_of_cubic_error {L : ℝ} (hL : 0 < L) (E0 a : ℝ) :
    extrapolated E0 a 3 1 L (2 * L) - E0 = -6 * (cellEnergy E0 a 3 (2 * L) - E0) := by
  have h3 : ∀ x : ℝ, 0 < x → x ^ (-(3 : ℝ)) = 1 / x ^ 3 := by
    intro x hx
    rw [Real.rpow_neg hx.le, Real.rpow_ofNat, one_div]
  have hsub : 2 * L - L = L := by ring
  unfold extrapolated extrapolate cellEnergy
  rw [h3 L hL, h3 (2 * L) (by linarith), Real.rpow_one, Real.rpow_one, hsub]
  field_simp
  ring

end

end WrongPowerExtrapolation
```
```lean
#print axioms WrongPowerExtrapolation.sign_extrapolation_error
#print axioms WrongPowerExtrapolation.extrapolations_bracket
#print axioms WrongPowerExtrapolation.extrapolation_improves
#print axioms WrongPowerExtrapolation.inverse_extrapolation_of_cubic_error
```

```
'WrongPowerExtrapolation.sign_extrapolation_error' depends on axioms: [propext, Classical.choice, Quot.sound]
'WrongPowerExtrapolation.extrapolations_bracket' depends on axioms: [propext, Classical.choice, Quot.sound]
'WrongPowerExtrapolation.extrapolation_improves' depends on axioms: [propext, Classical.choice, Quot.sound]
'WrongPowerExtrapolation.inverse_extrapolation_of_cubic_error' depends on axioms: [propext, Classical.choice, Quot.sound]
```

**Q:** So what should still worry me?

**A:** Whether your data obey the assumed law. Both cells must share the same a and s, which suggests keeping the cell shape fixed, and the energies must be free of noise and of further powers of L. A second term can reverse the sign, and when p is close to s even a small one can.
